# Squared phase-estimation amplitude at non-integer detuning equals sin²(πNd)/(N² sin²(πd))

The amplitude of an `N`-level register at real detuning `d` is defined as α(d) = (1/N) ∑_{j<N} exp(2πi j d), a finite sum with the prefactor 1/N included. The theorem `norm_sq_amp` states that for `N ≥ 1` and `d` not an integer, N² sin²(πd) is non-zero and |α(d)|² = sin²(πNd) / (N² sin²(πd)). The attempt shows that `N` and sin(πd) are non-zero, then removes the right-hand denominator with `eq_div_iff`. It replaces sin²(πNd) by sin²(πd) times the squared norm of the sum, using `sin_sq_mul_norm_sq_sum`, unfolds `amp` and splits the norm with `norm_mul` and `hn`. The remaining identity, in which 1/N must cancel against N², is left to `field_simp`.

As first written in Lean, the proof fails:

```lean
import Mathlib

open Finset
open scoped Real ComplexConjugate

namespace PhaseEstimation

noncomputable section

/-- The phase factor `exp(2πi x)` of a phase `x` measured in turns. -/
def phase (x : ℝ) : ℂ := Complex.exp (2 * π * Complex.I * x)

/-- Phase-estimation amplitude of an `N`-level register at detuning `d`:
`α(d) = (1/N) ∑_{j<N} exp(2πi j d)`. -/
def amp (N : ℕ) (d : ℝ) : ℂ := (1 / (N : ℂ)) * ∑ j ∈ range N, phase (j * d)

/-- The phase factor of `n x` is the `n`-th power of the phase factor of `x`. -/
theorem phase_nat_mul (n : ℕ) (x : ℝ) : phase (n * x) = phase x ^ n := by
  unfold phase
  rw [← Complex.exp_nat_mul]
  congr 1
  push_cast
  ring

/-- `|exp(2πi x) - 1|² = 4 sin²(π x)`. -/
theorem norm_sq_phase_sub_one (x : ℝ) : ‖phase x - 1‖ ^ 2 = 4 * Real.sin (π * x) ^ 2 := by
  have h : phase x - 1 = ((Real.cos (2 * π * x) - 1 : ℝ) : ℂ)
      + ((Real.sin (2 * π * x) : ℝ) : ℂ) * Complex.I := by
    unfold phase
    rw [show 2 * (π : ℂ) * Complex.I * x = ((2 * π * x : ℝ) : ℂ) * Complex.I by
      push_cast; ring, Complex.exp_mul_I]
    push_cast
    ring
  rw [h, Complex.sq_norm, Complex.normSq_add_mul_I, show 2 * π * x = 2 * (π * x) by ring,
    Real.cos_two_mul, Real.sin_two_mul]
  linear_combination (4 * (Real.cos (π * x) ^ 2 - 1)) * Real.sin_sq_add_cos_sq (π * x)

/-- Geometric sum of the register phases:
`(∑_{j<N} exp(2πi j d)) (exp(2πi d) - 1) = exp(2πi N d) - 1`. -/
theorem phase_sum_mul (N : ℕ) (d : ℝ) :
    (∑ j ∈ range N, phase (j * d)) * (phase d - 1) = phase (N * d) - 1 := by
  simp_rw [phase_nat_mul]
  exact geom_sum_mul _ _

/-- For every `N` and real `d`: `sin²(π d) |∑_{j<N} exp(2πi j d)|² = sin²(π N d)`. -/
theorem sin_sq_mul_norm_sq_sum (N : ℕ) (d : ℝ) :
    Real.sin (π * d) ^ 2 * ‖∑ j ∈ range N, phase (j * d)‖ ^ 2 = Real.sin (π * N * d) ^ 2 := by
  have h : ‖(∑ j ∈ range N, phase (j * d)) * (phase d - 1)‖ ^ 2 = ‖phase (N * d) - 1‖ ^ 2 := by
    rw [phase_sum_mul]
  rw [norm_mul, mul_pow, norm_sq_phase_sub_one, norm_sq_phase_sub_one] at h
  rw [mul_assoc π (N : ℝ) d]
  linear_combination h / 4

/-- For `N ≥ 1` and non-integer detuning `d`, the denominator `N² sin²(π d)` is non-zero and
`|α(d)|² = sin²(π N d) / (N² sin²(π d))`. -/
theorem norm_sq_amp (N : ℕ) (hN : 1 ≤ N) (d : ℝ) (hd : ∀ m : ℤ, d ≠ m) :
    (N : ℝ) ^ 2 * Real.sin (π * d) ^ 2 ≠ 0 ∧
      ‖amp N d‖ ^ 2 = Real.sin (π * N * d) ^ 2 / ((N : ℝ) ^ 2 * Real.sin (π * d) ^ 2) := by
  have hN' : (N : ℝ) ≠ 0 := Nat.cast_ne_zero.2 (by omega)
  have hs : Real.sin (π * d) ≠ 0 := by
    intro h
    obtain ⟨n, hn⟩ := Real.sin_eq_zero_iff.1 h
    exact hd n (mul_left_cancel₀ Real.pi_ne_zero (by linarith))
  have hne : (N : ℝ) ^ 2 * Real.sin (π * d) ^ 2 ≠ 0 :=
    mul_ne_zero (pow_ne_zero 2 hN') (pow_ne_zero 2 hs)
  have hn : ‖(1 / (N : ℂ))‖ = 1 / (N : ℝ) := by simp
  refine ⟨hne, ?_⟩
  rw [eq_div_iff hne, ← sin_sq_mul_norm_sq_sum, amp, norm_mul, hn]
  field_simp

end

end PhaseEstimation
```

The error:

```
Main.lean:58:89: error: unsolved goals
N : ℕ
hN : 1 ≤ N
d : ℝ
hd : ∀ (m : ℤ), d ≠ ↑m
hN' : ↑N ≠ 0
hs : Real.sin (π * d) ≠ 0
hne : ↑N ^ 2 * Real.sin (π * d) ^ 2 ≠ 0
hn : ‖1 / ↑N‖ = 1 / ↑N
⊢ ‖∑ x ∈ range N, phase (↑x * d)‖ ^ 2 * Real.sin (d * π) ^ 2 =
    Real.sin (d * π) ^ 2 * ‖∑ x ∈ range N, phase (d * ↑x)‖ ^ 2
```

The message shows the goal left after `field_simp`. The factors of `N` have cancelled, and both sides are a squared norm times `Real.sin (d * π) ^ 2`. The two norms differ in form: the left sum has `phase (↑x * d)`, the right sum `phase (d * ↑x)`. Both read `phase (j * d)` before the call, so the normalisation, which also turned `π * d` into `d * π`, reordered the product under the summation binder on one side only. The norms are equal by commutativity, but as terms they are distinct atoms, so the equation was not closed. The messages do not show why only one side was reordered.

The first `generalize` replaces both occurrences of the norm by one real variable `A` while they still coincide, so nothing inside can be rewritten. The second replaces `Real.sin (π * d)` in the goal by `s`. The sine factors already agreed in the message, so this is a precaution, not shown to be needed. The goal becomes (1/N · A)² · (N² s²) = s² A², which `field_simp` closes with `hN'` in context.

After these edits no error is left:

```diff
@@ -67,4 +67,6 @@
   refine ⟨hne, ?_⟩
   rw [eq_div_iff hne, ← sin_sq_mul_norm_sq_sum, amp, norm_mul, hn]
+  generalize ‖∑ j ∈ range N, phase (j * d)‖ = A
+  generalize Real.sin (π * d) = s
   field_simp
 
```
